# A unit ground state of the zero two-level Hamiltonian in which an imaginary antisymmetric operator has expectation −24/25

The declaration concerns a two-level system with Hamiltonian H + itM, where H and M are both zero, so that the Hamiltonian vanishes at every real t. It states that the unit vector (3/5, 4i/5) is then a ground state with energy 0, and that the expectation value of iJ in it is −24/25, J being the real antisymmetric matrix with rows (0, 1) and (−1, 0). The attempt first shows that the Hamiltonian is the zero matrix, from which the eigenvalue equation and the minimality of the energy follow. The norm and the expectation value are computed by expanding the sums with `simp` and finishing with `linear_combination`, using i² = −1.

Lean 4 with Mathlib refuses this proof:

```lean
import Mathlib

open Matrix

namespace DegenerateNotOdd

noncomputable section

variable {n : Type*}

/-- The operator with real matrix `A`, regarded as a complex matrix. -/
def realOp (A : Matrix n n ℝ) : Matrix n n ℂ := A.map (fun x => (x : ℂ))

/-- The operator `iK` built from a real matrix `K`. -/
def imagOp (K : Matrix n n ℝ) : Matrix n n ℂ := Complex.I • realOp K

/-- The Hamiltonian `H + itM` with real coupling strength `t`. -/
def hamiltonian (H M : Matrix n n ℝ) (t : ℝ) : Matrix n n ℂ :=
  realOp H + (t : ℂ) • imagOp M

variable [Fintype n]

/-- The expectation value `v†Ov`. -/
def expectation (O : Matrix n n ℂ) (v : n → ℂ) : ℂ := star v ⬝ᵥ O *ᵥ v

/-- `v` is a unit eigenvector of `h` whose real eigenvalue `E` is the lowest one. -/
structure IsGroundState (h : Matrix n n ℂ) (E : ℝ) (v : n → ℂ) : Prop where
  unit : star v ⬝ᵥ v = 1
  eigen : h *ᵥ v = (E : ℂ) • v
  lowest : ∀ (F : ℝ) (u : n → ℂ), u ≠ 0 → h *ᵥ u = (F : ℂ) • u → E ≤ F

/-- The real antisymmetric 2 × 2 matrix with upper right entry 1. -/
def J : Matrix (Fin 2) (Fin 2) ℝ := !![0, 1; -1, 0]

/-- For `H = M = 0` the state `(3/5, 4i/5)` is a ground state at every `t`, and its expectation of
`iJ` is `-24/25`. -/
theorem degenerate_not_odd (t : ℝ) :
    IsGroundState (hamiltonian (0 : Matrix (Fin 2) (Fin 2) ℝ) 0 t) 0
      ![3 / 5, 4 / 5 * Complex.I] ∧
    expectation (imagOp J) ![3 / 5, 4 / 5 * Complex.I] = -24 / 25 := by
  have hz : hamiltonian (0 : Matrix (Fin 2) (Fin 2) ℝ) 0 t = 0 := by
    ext i j
    simp [hamiltonian, realOp, imagOp]
  refine ⟨⟨?_, ?_, fun F u hu he => ?_⟩, ?_⟩
  · simp [dotProduct, Fin.sum_univ_two]
    linear_combination (-16 / 25 : ℂ) * Complex.I_sq
  · rw [hz]
    simp
  · rw [hz, Matrix.zero_mulVec] at he
    have hF : (F : ℂ) = 0 := (smul_eq_zero.mp he.symm).resolve_right hu
    exact (Complex.ofReal_eq_zero.mp hF).ge
  · simp [expectation, imagOp, realOp, J, Matrix.mulVec, dotProduct, Fin.sum_univ_two]
    linear_combination (24 / 25 : ℂ) * Complex.I_sq

end

end DegenerateNotOdd
```

Messages:

```
Main.lean:46:4: error: ring failed, ring expressions not equal
t : ℝ
hz : hamiltonian 0 0 t = 0
⊢ -9 / 25 + (starRingEnd ℂ) 3 * ((starRingEnd ℂ) 5)⁻¹ * (3 / 5) +
        ((starRingEnd ℂ) 5)⁻¹ * (starRingEnd ℂ) 4 * Complex.I ^ 2 * (-4 / 5) +
      Complex.I ^ 2 * (16 / 25) =
    0
Main.lean:53:4: error: ring failed, ring expressions not equal
t : ℝ
hz : hamiltonian 0 0 t = 0
⊢ (starRingEnd ℂ) 3 * ((starRingEnd ℂ) 5)⁻¹ * Complex.I ^ 2 * (4 / 5) +
        ((starRingEnd ℂ) 5)⁻¹ * Complex.I ^ 2 * (starRingEnd ℂ) 4 * (3 / 5) +
      Complex.I ^ 2 * (-24 / 25) =
    0
```

What went wrong. Both errors say that `ring`, which `linear_combination` calls to check the final identity, could not show that the remaining expression is zero. One arises in the norm, the other in the expectation value. In each, `simp` has carried complex conjugation, written `starRingEnd ℂ`, inwards to the numerals but left terms such as `(starRingEnd ℂ) 3` standing. `ring` doesn't know that conjugation fixes 3, 4 and 5, so it treats these terms as unknowns and cannot cancel them against ordinary numbers.

The repair proves the three missing equations, `c3`, `c4` and `c5`, by comparing real and imaginary parts with `Complex.ext`. In each of the two computations, `simp only [c3, c4, c5]` then replaces the conjugated numerals by the numerals themselves before `linear_combination` runs. The multiples of `Complex.I_sq` were already right and stay as they were. The added comment has no effect on the proof.

After these edits no error is left:

```diff
@@ -42,6 +42,11 @@
     ext i j
     simp [hamiltonian, realOp, imagOp]
+  -- numerals are real
+  have c3 : (starRingEnd ℂ) 3 = 3 := by apply Complex.ext <;> simp
+  have c4 : (starRingEnd ℂ) 4 = 4 := by apply Complex.ext <;> simp
+  have c5 : (starRingEnd ℂ) 5 = 5 := by apply Complex.ext <;> simp
   refine ⟨⟨?_, ?_, fun F u hu he => ?_⟩, ?_⟩
   · simp [dotProduct, Fin.sum_univ_two]
+    simp only [c3, c4, c5]
     linear_combination (-16 / 25 : ℂ) * Complex.I_sq
   · rw [hz]
@@ -51,4 +56,5 @@
     exact (Complex.ofReal_eq_zero.mp hF).ge
   · simp [expectation, imagOp, realOp, J, Matrix.mulVec, dotProduct, Fin.sum_univ_two]
+    simp only [c3, c4, c5]
     linear_combination (24 / 25 : ℂ) * Complex.I_sq
 
```
